# The lowest energy of the AKLT ring is −2N/3, attained by a matrix-product vector

The energy of a trial vector is only an upper bound on the ground-state energy. Without a matching lower bound, a matrix-product vector with energy −2/3 per bond could still lie above the true ground state by an unknown amount. For the spin-1 ring with Hamiltonian

H = Σ_i [S_i·S_(i+1) + (S_i·S_(i+1))²/3]

the two bounds meet for every N ≥ 2. This gives an exact reference energy for matrix-product codes, for this coupling on finite periodic rings.

## Spins, bonds and the trial vector

Units are ħ = 1 and exchange constant 1. The coefficient 1/3 tunes the biquadratic coupling so that total spin 0 and total spin 1 of a pair both have bond energy −2/3, while total spin 2 has 4/3.

```lean
import Mathlib

open ComplexConjugate

namespace AKLTRing

noncomputable section
```

A state assigns a complex amplitude to each configuration s of Cartesian labels. Sites are numbered 0 to N−1, and the labels 0, 1, 2 stand for x, y, z.

```lean
/-- States of `N` spins 1: complex amplitudes on configurations of Cartesian labels x, y, z. -/
abbrev State (N : ℕ) := (Fin N → Fin 3) → ℂ
```

In this basis the spin matrices are (S_a)_bc = −i ε_abc. The Pauli matrices σ_a act on an auxiliary two-dimensional space, not on the physical spins.

```lean
/-- The three spin-1 matrices in the Cartesian basis, with entries `-i ε_abc`. -/
def spin : Fin 3 → Matrix (Fin 3) (Fin 3) ℂ :=
  ![!![0, 0, 0; 0, 0, -Complex.I; 0, Complex.I, 0],
    !![0, 0, Complex.I; 0, 0, 0; -Complex.I, 0, 0],
    !![0, -Complex.I, 0; Complex.I, 0, 0; 0, 0, 0]]

/-- The Pauli matrices. -/
def pauli : Fin 3 → Matrix (Fin 2) (Fin 2) ℂ :=
  ![!![0, 1; 1, 0], !![0, -Complex.I; Complex.I, 0], !![1, 0; 0, -1]]
```

A spin component at site i changes only the label there. Products of such operators build the bond term, and addition modulo N closes the ring.

```lean
/-- The spin component `a` acting on site `i`. -/
def spinAt {N : ℕ} (i : Fin N) (a : Fin 3) : Module.End ℂ (State N) where
  toFun ψ s := ∑ b, spin a (s i) b * ψ (Function.update s i b)
  map_add' ψ φ := by
    ext s
    simp [mul_add, Finset.sum_add_distrib]
  map_smul' c ψ := by
    ext s
    simp only [Pi.smul_apply, smul_eq_mul, RingHom.id_apply, Finset.mul_sum]
    exact Finset.sum_congr rfl fun b _ => by ring

/-- The scalar product `S_i · S_j` of two spins. -/
def heisenberg {N : ℕ} (i j : Fin N) : Module.End ℂ (State N) :=
  ∑ a, spinAt i a * spinAt j a

/-- The AKLT bond term `S_i · S_j + (S_i · S_j)² / 3`. -/
def bondTerm {N : ℕ} (i j : Fin N) : Module.End ℂ (State N) :=
  heisenberg i j + (1 / 3 : ℂ) • heisenberg i j ^ 2

/-- The AKLT Hamiltonian on the ring, with site indices modulo `N`. -/
def aklt (N : ℕ) [NeZero N] : Module.End ℂ (State N) :=
  ∑ i : Fin N, bondTerm i (i + 1)
```

The trial vector, left unnormalised, has amplitudes

ψ(s) = trace(σ_s(0) σ_s(1) … σ_s(N−1)).

```lean
/-- The matrix-product vector with amplitudes `trace (σ_a1 σ_a2 ... σ_aN)`. -/
def mps (N : ℕ) : State N :=
  fun s => (List.ofFn fun k => pauli (s k)).prod.trace
```

To study one bond, fix all other labels and write b, c for the labels at its sites i, j.

```lean
/-- The configuration `s` with the labels at sites `i` and `j` replaced by `b` and `c`. -/
def setPair {N : ℕ} (s : Fin N → Fin 3) (i j : Fin N) (b c : Fin 3) : Fin N → Fin 3 :=
  Function.update (Function.update s i b) j c
```

## A bond exchanges labels and subtracts a trace

The matrices satisfy [S_x, S_y] = i S_z and its cyclic versions, with S² = 2, as spin 1 requires. Lean checks this entry by entry.

```lean
/-- The spin matrices obey the angular momentum commutation relations, and the squared
spin is `2`. -/
theorem spin_algebra :
    spin 0 * spin 1 - spin 1 * spin 0 = Complex.I • spin 2 ∧
    spin 1 * spin 2 - spin 2 * spin 1 = Complex.I • spin 0 ∧
    spin 2 * spin 0 - spin 0 * spin 2 = Complex.I • spin 1 ∧
    spin 0 * spin 0 + spin 1 * spin 1 + spin 2 * spin 2 = (2 : ℂ) • 1 := by
  refine ⟨?_, ?_, ?_, ?_⟩ <;> ext i j <;> fin_cases i <;> fin_cases j <;>
    simp [spin] <;> norm_num
```

Write φ_bc for the amplitude as a function of the two bond labels. Contracting the ε symbols gives

Σ_a (S_a)_bb' (S_a)_cc' = δ_bc' δ_cb' − δ_bc δ_b'c',

and therefore

(S_i·S_j φ)_bc = φ_cb − δ_bc Σ_d φ_dd.

The first lemma checks the nine cases of b and c; the second carries the result to two distinct sites of the ring.

```lean
lemma spin_contract (φ : Fin 3 → Fin 3 → ℂ) (b c : Fin 3) :
    ∑ a, ∑ b', spin a b b' * ∑ c', spin a c c' * φ b' c'
      = φ c b - if b = c then ∑ d, φ d d else 0 := by
  fin_cases b <;> fin_cases c <;>
    simp [spin, Fin.sum_univ_three, ← mul_assoc] <;> ring

/-- On two different sites, `S_i · S_j` exchanges the two Cartesian labels `b` and `c` and, only
when `b = c`, subtracts the sum of the amplitudes over all pairs of equal labels. -/
theorem heisenberg_setPair {N : ℕ} {i j : Fin N} (hij : i ≠ j) (ψ : State N)
    (s : Fin N → Fin 3) (b c : Fin 3) :
    heisenberg i j ψ (setPair s i j b c)
      = ψ (setPair s i j c b) - if b = c then ∑ d, ψ (setPair s i j d d) else 0 := by
  have hi : setPair s i j b c i = b := by simp [setPair, hij]
  have hj : ∀ b', Function.update (setPair s i j b c) i b' j = c := by
    intro b'
    simp [setPair, hij.symm]
  have hu : ∀ b' c', Function.update (Function.update (setPair s i j b c) i b') j c'
      = setPair s i j b' c' := by
    intro b' c'
    funext k
    simp only [setPair, Function.update_apply]
    split_ifs <;> rfl
  rw [← spin_contract (fun b' c' => ψ (setPair s i j b' c')) b c]
  simp only [heisenberg, LinearMap.sum_apply, Module.End.mul_apply, spinAt,
    LinearMap.coe_mk, AddHom.coe_mk, Finset.sum_apply, hi, hj, hu]
```

Let X exchange the labels and let (Tφ)_bc = δ_bc Σ_d φ_dd. Then X² = 1, XT = TX = T and T² = 3T, so (X − T)² = 1 + T. The bond term h = S_i·S_j + (S_i·S_j)²/3 is

h = X + 1/3 − (2/3)T.

Lean obtains this by applying the exchange formula twice.

```lean
lemma bondTerm_setPair {N : ℕ} {i j : Fin N} (hij : i ≠ j) (ψ : State N)
    (s : Fin N → Fin 3) (b c : Fin 3) :
    bondTerm i j ψ (setPair s i j b c)
      = ψ (setPair s i j c b) + ψ (setPair s i j b c) / 3
        - 2 / 3 * if b = c then ∑ d, ψ (setPair s i j d d) else 0 := by
  simp only [bondTerm, pow_two, LinearMap.add_apply, LinearMap.smul_apply,
    Module.End.mul_apply, Pi.add_apply, Pi.smul_apply, smul_eq_mul, heisenberg_setPair hij]
  by_cases h : b = c
  · subst h
    simp only [if_true, Fin.sum_univ_three]
    ring
  · simp only [if_neg h, if_neg (Ne.symm h)]
    ring
```

## No state has bond energy below −2/3

Adding 2/3 to h turns its quadratic form into a sum of squares:

⟨φ|h + 2/3|φ⟩ = Σ_(b<c) |φ_bc + φ_cb|² + (2/3) Σ_(b<c) |φ_bb − φ_cc|² ≥ 0.

In the proof, `ring` verifies the identity and `linarith` adds the nonnegative terms.

```lean
lemma tensor_bound (φ : Fin 3 → Fin 3 → ℂ) :
    0 ≤ (∑ b, ∑ c, conj (φ b c) * (φ c b + φ b c / 3
      - 2 / 3 * (if b = c then ∑ d, φ d d else 0) + 2 / 3 * φ b c)).re := by
  -- the quadratic form is a sum of squared moduli
  have h : (∑ b, ∑ c, conj (φ b c) * (φ c b + φ b c / 3
      - 2 / 3 * (if b = c then ∑ d, φ d d else 0) + 2 / 3 * φ b c))
      = ((Complex.normSq (φ 0 1 + φ 1 0) + Complex.normSq (φ 0 2 + φ 2 0)
        + Complex.normSq (φ 1 2 + φ 2 1) + 2 / 3 * (Complex.normSq (φ 0 0 - φ 1 1)
        + Complex.normSq (φ 1 1 - φ 2 2) + Complex.normSq (φ 0 0 - φ 2 2)) : ℝ) : ℂ) := by
    push_cast
    simp only [Complex.normSq_eq_conj_mul_self, map_add, map_sub, Fin.sum_univ_three,
      Fin.isValue, Fin.reduceEq, zero_ne_one, one_ne_zero, if_true, if_false]
    ring
  rw [h, Complex.ofReal_re]
  have := Complex.normSq_nonneg
  have h1 := this (φ 0 1 + φ 1 0)
  have h2 := this (φ 0 2 + φ 2 0)
  have h3 := this (φ 1 2 + φ 2 1)
  have h4 := this (φ 0 0 - φ 1 1)
  have h5 := this (φ 1 1 - φ 2 2)
  have h6 := this (φ 0 0 - φ 2 2)
  linarith
```

To reach the full ring, sum over all s and also over a replacement label at site i. Every configuration is then counted three times.

```lean
lemma sum_update {N : ℕ} (i : Fin N) (F : (Fin N → Fin 3) → ℝ) :
    ∑ s, ∑ b, F (Function.update s i b) = 3 * ∑ s, F s := by
  -- exchange the label at site i with the summation label
  let e : ((Fin N → Fin 3) × Fin 3) ≃ ((Fin N → Fin 3) × Fin 3) :=
    { toFun := fun p => (Function.update p.1 i p.2, p.1 i)
      invFun := fun p => (Function.update p.1 i p.2, p.1 i)
      left_inv := fun p => by simp
      right_inv := fun p => by simp }
  have h := Equiv.sum_comp e (fun p => F p.1)
  rw [Fintype.sum_prod_type, Fintype.sum_prod_type] at h
  refine h.trans ?_
  simp [Finset.mul_sum]
```

Doing this at both sites gives a factor 9, which does not affect the sign. Hence ⟨ψ|h|ψ⟩ ≥ −(2/3)⟨ψ|ψ⟩.

```lean
/-- The expectation value of one bond term is at least `-2/3` times the squared norm. -/
theorem bond_lower_bound {N : ℕ} {i j : Fin N} (hij : i ≠ j) (ψ : State N) :
    -(2 / 3) * ∑ s, ‖ψ s‖ ^ 2 ≤ (∑ s, conj (ψ s) * bondTerm i j ψ s).re := by
  have havg : ∀ F : (Fin N → Fin 3) → ℝ,
      ∑ s, ∑ b, ∑ c, F (setPair s i j b c) = 3 * (3 * ∑ s, F s) := fun F => by
    rw [← sum_update j F]
    exact sum_update i (fun s => ∑ c, F (Function.update s j c))
  have h9 := havg (fun s => (conj (ψ s) * (bondTerm i j ψ s + 2 / 3 * ψ s)).re)
  have hpos : 0 ≤ ∑ s, ∑ b, ∑ c, (conj (ψ (setPair s i j b c)) *
      (bondTerm i j ψ (setPair s i j b c) + 2 / 3 * ψ (setPair s i j b c))).re := by
    refine Finset.sum_nonneg fun s _ => ?_
    have h := tensor_bound (fun b c => ψ (setPair s i j b c))
    simpa only [bondTerm_setPair hij, Complex.re_sum] using h
  have hsplit : ∑ s, (conj (ψ s) * (bondTerm i j ψ s + 2 / 3 * ψ s)).re
      = (∑ s, conj (ψ s) * bondTerm i j ψ s).re + 2 / 3 * ∑ s, ‖ψ s‖ ^ 2 := by
    rw [Complex.re_sum, Finset.mul_sum, ← Finset.sum_add_distrib]
    refine Finset.sum_congr rfl fun s _ => ?_
    have h : conj (ψ s) * (bondTerm i j ψ s + 2 / 3 * ψ s)
        = conj (ψ s) * bondTerm i j ψ s + ((2 / 3 * ‖ψ s‖ ^ 2 : ℝ) : ℂ) := by
      push_cast
      linear_combination (2 / 3 : ℂ) * Complex.conj_mul' (ψ s)
    rw [h, Complex.add_re, Complex.ofReal_re]
  linarith
```

Neighbouring sites are distinct once N ≥ 2. Summing the N bond inequalities gives ⟨ψ|H|ψ⟩ ≥ −2N/3 for normalised ψ; the theorem keeps the squared norm explicit.

```lean
lemma ne_next {N : ℕ} [NeZero N] (hN : 2 ≤ N) (i : Fin N) : i ≠ i + 1 := by
  obtain ⟨n, rfl⟩ : ∃ n, N = n + 2 := ⟨N - 2, by omega⟩
  intro h
  have h1 : (1 : Fin (n + 2)) = 0 := left_eq_add.mp h
  exact absurd (congrArg Fin.val h1) (by simp)

/-- Variational bound: the energy expectation of any state of the ring is at least `-2N/3`
times its squared norm. -/
theorem variational_bound {N : ℕ} [NeZero N] (hN : 2 ≤ N) (ψ : State N) :
    -(2 * N / 3) * ∑ s, ‖ψ s‖ ^ 2 ≤ (∑ s, conj (ψ s) * aklt N ψ s).re := by
  have h : ∑ s, conj (ψ s) * aklt N ψ s
      = ∑ i : Fin N, ∑ s, conj (ψ s) * bondTerm i (i + 1) ψ s := by
    simp only [aklt, LinearMap.sum_apply, Finset.sum_apply, Finset.mul_sum]
    exact Finset.sum_comm
  rw [h, Complex.re_sum]
  calc -(2 * N / 3) * ∑ s, ‖ψ s‖ ^ 2
      = ∑ _i : Fin N, -(2 / 3) * ∑ s, ‖ψ s‖ ^ 2 := by
        rw [Finset.sum_const, Finset.card_univ, Fintype.card_fin, nsmul_eq_mul]
        ring
    _ ≤ _ := Finset.sum_le_sum fun i _ => bond_lower_bound (ne_next hN i) ψ
```

## The matrix-product vector saturates every bond

The Pauli matrices obey σ_b σ_c + σ_c σ_b = 2δ_bc.

```lean
lemma pauli_anticomm (b c : Fin 3) :
    pauli b * pauli c + pauli c * pauli b = (if b = c then (2 : ℂ) else 0) • 1 := by
  fin_cases b <;> fin_cases c <;> ext i j <;> fin_cases i <;> fin_cases j <;>
    simp [pauli] <;> norm_num
```

Cyclicity of the trace brings any bond to the front of the product. Lean moves one matrix at a time, by induction on the site.

```lean
lemma trace_rotate {n : ℕ} (f : Fin (n + 1) → Matrix (Fin 2) (Fin 2) ℂ) (i : Fin (n + 1)) :
    (List.ofFn f).prod.trace = (List.ofFn fun k => f (k + i)).prod.trace := by
  have hs : ∀ k : Fin n, k.castSucc + 1 = k.succ := by
    intro k
    simp
  have hl : Fin.last n + 1 = 0 := by simp
  -- moving the first matrix to the end leaves the trace unchanged
  have step : ∀ g : Fin (n + 1) → Matrix (Fin 2) (Fin 2) ℂ,
      (List.ofFn g).prod.trace = (List.ofFn fun k => g (k + 1)).prod.trace := by
    intro g
    rw [List.ofFn_succ, List.ofFn_succ']
    simp only [List.concat_eq_append, List.prod_cons, List.prod_append, List.prod_nil,
      mul_one, hs, hl]
    exact Matrix.trace_mul_comm _ _
  induction i using Fin.induction with
  | zero => simp
  | succ i ih =>
    refine ih.trans ((step _).trans ?_)
    have h : ∀ k : Fin (n + 1), k + 1 + i.castSucc = k + i.succ := by
      intro k
      rw [← hs i, add_assoc, add_comm 1 i.castSucc]
    simp only [h]
```

The amplitude becomes A_bc = trace(σ_b σ_c M), where M is the product over the other sites and does not depend on b or c.

```lean
lemma mps_setPair {n : ℕ} (s : Fin (n + 2) → Fin 3) (i : Fin (n + 2)) :
    ∃ M : Matrix (Fin 2) (Fin 2) ℂ, ∀ b c,
      mps (n + 2) (setPair s i (i + 1) b c) = (pauli b * pauli c * M).trace := by
  refine ⟨(List.ofFn fun k : Fin n => pauli (s (k.succ.succ + i))).prod, fun b c => ?_⟩
  have hij : i ≠ i + 1 := ne_next (by omega) i
  have h0 : setPair s i (i + 1) b c (0 + i) = b := by
    rw [zero_add]
    simp only [setPair]
    rw [Function.update_of_ne hij, Function.update_self]
  have h1 : setPair s i (i + 1) b c (Fin.succ 0 + i) = c := by
    rw [Fin.succ_zero_eq_one, add_comm 1 i]
    simp only [setPair, Function.update_self]
  have hr : ∀ k : Fin n, setPair s i (i + 1) b c (k.succ.succ + i)
      = s (k.succ.succ + i) := by
    intro k
    have n1 : k.succ.succ + i ≠ i := fun h => Fin.succ_ne_zero _ (add_eq_right.mp h)
    have n2 : k.succ.succ + i ≠ i + 1 := by
      intro h
      rw [add_comm i 1] at h
      have h2 := congrArg Fin.val (add_right_cancel h)
      simp only [Fin.val_succ, Fin.val_one] at h2
      omega
    simp only [setPair]
    rw [Function.update_of_ne n2, Function.update_of_ne n1]
  simp only [mps]
  rw [trace_rotate _ i, List.ofFn_succ, List.ofFn_succ, List.prod_cons, List.prod_cons,
    ← mul_assoc]
  simp only [h0, h1, hr]
```

The anticommutator gives A_cb = 2δ_bc trace M − A_bc, and Σ_d A_dd = 3 trace M. Therefore

(hA)_bc = (2δ_bc trace M − A_bc) + A_bc/3 − 2δ_bc trace M = −(2/3)A_bc.

```lean
/-- Each bond term of the ring acts on the matrix-product vector as the number `-2/3`. -/
theorem bondTerm_mps {n : ℕ} (i : Fin (n + 2)) :
    bondTerm i (i + 1) (mps (n + 2)) = (-(2 / 3) : ℂ) • mps (n + 2) := by
  funext s
  obtain ⟨M, hM⟩ := mps_setPair s i
  have hs : setPair s i (i + 1) (s i) (s (i + 1)) = s := by simp [setPair]
  have key := bondTerm_setPair (ne_next (by omega) i) (mps (n + 2)) s (s i) (s (i + 1))
  have h0 := hM (s i) (s (i + 1))
  simp only [hM] at key
  rw [hs] at key h0
  have anti : ∀ b c, (pauli b * pauli c * M).trace + (pauli c * pauli b * M).trace
      = (if b = c then (2 : ℂ) else 0) * M.trace := by
    intro b c
    rw [← Matrix.trace_add, ← add_mul, pauli_anticomm, smul_mul_assoc, one_mul,
      Matrix.trace_smul, smul_eq_mul]
  have hd : ∀ d, (pauli d * pauli d * M).trace = M.trace := by
    intro d
    have h := anti d d
    rw [if_pos rfl] at h
    linear_combination h / 2
  have a := anti (s i) (s (i + 1))
  rw [key, Pi.smul_apply, smul_eq_mul, h0]
  by_cases h : s i = s (i + 1)
  · rw [if_pos h] at a ⊢
    simp only [hd, Fin.sum_univ_three]
    linear_combination a
  · rw [if_neg h] at a ⊢
    linear_combination a
```

An eigenvector must also be nonzero. For even N the amplitude of zz…z is trace 1 = 2. For odd N that of xyz…z is trace(σ_x σ_y σ_z) = 2i.

```lean
/-- The matrix-product vector is nonzero for every `N ≥ 2`. -/
theorem mps_ne_zero {N : ℕ} (hN : 2 ≤ N) : mps N ≠ 0 := by
  intro h
  have hz : pauli 2 * pauli 2 = 1 := by
    ext i j
    fin_cases i <;> fin_cases j <;> simp [pauli, Matrix.mul_apply, Fin.sum_univ_two]
  rcases Nat.even_or_odd' N with ⟨m, hm | hm⟩
  · -- even ring: the amplitude of zz...z is 2
    subst hm
    have h1 := congrFun h (fun _ => 2)
    simp only [mps, List.ofFn_const, List.prod_replicate, pow_mul, pow_two, hz, one_pow,
      Pi.zero_apply] at h1
    simp at h1
  · -- odd ring: the amplitude of xyz...z is 2i
    obtain ⟨k, rfl⟩ : ∃ k, N = 2 * k + 1 + 1 + 1 := ⟨m - 1, by omega⟩
    have h1 := congrFun h (Matrix.vecCons 0 (Matrix.vecCons 1 fun _ => 2))
    simp only [mps, List.ofFn_succ, Matrix.cons_val_zero, Matrix.cons_val_succ,
      List.ofFn_const, List.prod_cons, List.prod_replicate, pow_mul, pow_two, hz, one_pow,
      mul_one, Pi.zero_apply] at h1
    have ht : (pauli 0 * (pauli 1 * pauli 2)).trace = 2 * Complex.I := by
      simp [pauli, Matrix.trace_fin_two, Matrix.mul_apply, Fin.sum_univ_two] <;> ring
    rw [ht] at h1
    simp at h1
```

## The two bounds meet

Summing the bond energies gives H ψ = −(2N/3)ψ for the matrix-product vector. Conversely, if E is a real eigenvalue, its eigenvector has expectation value E times its squared norm, so the variational bound forces E ≥ −2N/3. `HasEigenvector` states the first fact, including that the vector is nonzero; `IsLeast` says that −2N/3 belongs to the set of real eigenvalues and bounds it from below. Since H is Hermitian, looking only at real E misses nothing. Uniqueness of the ground state and the excitation gap are separate questions that the theorem leaves open.

```lean
/-- For a ring of `N ≥ 2` spins 1 the lowest real eigenvalue of the AKLT Hamiltonian is `-2N/3`, and
the matrix-product vector is an eigenvector with this energy. -/
theorem aklt_ground_energy (N : ℕ) [NeZero N] (hN : 2 ≤ N) :
    Module.End.HasEigenvector (aklt N) ((-(2 * N / 3) : ℝ) : ℂ) (mps N) ∧
    IsLeast {E : ℝ | Module.End.HasEigenvalue (aklt N) (E : ℂ)} (-(2 * N / 3)) := by
  have heig : aklt N (mps N) = ((-(2 * N / 3) : ℝ) : ℂ) • mps N := by
    obtain ⟨n, rfl⟩ : ∃ n, N = n + 2 := ⟨N - 2, by omega⟩
    simp only [aklt, LinearMap.sum_apply, bondTerm_mps]
    rw [Finset.sum_const, Finset.card_univ, Fintype.card_fin, ← Nat.cast_smul_eq_nsmul ℂ,
      smul_smul]
    congr 1
    push_cast
    ring
  have hvec : Module.End.HasEigenvector (aklt N) ((-(2 * N / 3) : ℝ) : ℂ) (mps N) :=
    ⟨Module.End.mem_eigenspace_iff.mpr heig, mps_ne_zero hN⟩
  refine ⟨hvec, Module.End.hasEigenvalue_of_hasEigenvector hvec, ?_⟩
  -- every eigenvalue is an expectation value, so the variational bound applies
  intro E hE
  obtain ⟨ψ, hψ⟩ := Module.End.HasEigenvalue.exists_hasEigenvector hE
  have hb := variational_bound hN ψ
  have hexp : (∑ s, conj (ψ s) * aklt N ψ s).re = E * ∑ s, ‖ψ s‖ ^ 2 := by
    rw [hψ.apply_eq_smul, Complex.re_sum, Finset.mul_sum]
    refine Finset.sum_congr rfl fun s _ => ?_
    have h : conj (ψ s) * ((E : ℂ) * ψ s) = ((E * ‖ψ s‖ ^ 2 : ℝ) : ℂ) := by
      push_cast
      linear_combination (E : ℂ) * Complex.conj_mul' (ψ s)
    rw [Pi.smul_apply, smul_eq_mul, h, Complex.ofReal_re]
  rw [hexp] at hb
  obtain ⟨s, hs⟩ := Function.ne_iff.mp hψ.2
  have hpos : 0 < ∑ s, ‖ψ s‖ ^ 2 :=
    Finset.sum_pos' (fun _ _ => by positivity)
      ⟨s, Finset.mem_univ s, pow_pos (norm_pos_iff.mpr hs) 2⟩
  exact le_of_mul_le_mul_right hb hpos

end

end AKLTRing
```

```lean
#print axioms AKLTRing.spin_algebra
-- 'AKLTRing.spin_algebra' depends on axioms: [propext, Classical.choice, Quot.sound]
#print axioms AKLTRing.aklt_ground_energy
-- 'AKLTRing.aklt_ground_energy' depends on axioms: [propext, Classical.choice, Quot.sound]
```

## Two spins

At N = 2 the sum visits the same pair twice, so the energy is −4/3. The amplitudes are trace(σ_b σ_c) = 2δ_bc, which after normalisation is the singlet (|xx⟩ + |yy⟩ + |zz⟩)/√3. The three total-spin-1 states of the pair have the same energy, so the lowest level is fourfold degenerate here.
